# A group of n-qubit Pauli operators without −1 is abelian and averages to a projector

Let \(\sigma_0=1\), \(\sigma_1=X\), \(\sigma_2=Y\), \(\sigma_3=Z\) be the single-qubit Pauli matrices, with \(Z=\mathrm{diag}(1,-1)\). For labels \(p=(p_k)\), one for each of \(n\) qubits, the Pauli string \(\sigma_p=\bigotimes_k\sigma_{p_k}\) has entries \((\sigma_p)_{ij}=\prod_k(\sigma_{p_k})_{i_kj_k}\) between bit strings \(i\) and \(j\).

Let \(S\) be a group of operators \(c\,\sigma_p\) with \(c^4=1\), so that \(c\) is a power of the imaginary unit, and let \(C\) be its code space, the vectors \(v\) with \(gv=v\) for all \(g\in S\). How large is \(C\)? If \(-1\in S\), then \(v=-v\) and \(C\) contains no state, so we assume \(-1\notin S\). Then \(S\) is finite and abelian, and

\[
P=\frac1{|S|}\sum_{g\in S}g,\qquad P^\dagger=P=P^2,\qquad \operatorname{tr}P=\dim C=\frac{2^n}{|S|}.
\]

In particular \(|S|\le 2^n\).

## From signs to the dimension of the code space

Tensor products multiply qubit by qubit, because a sum over bit strings of a product is a product of sums over single bits:

\[
\sum_l\prod_k (A_k)_{i_kl_k}(B_k)_{l_kj_k}=\prod_k(A_kB_k)_{i_kj_k}.
\]

Since each \(\sigma_a\) is Hermitian with \(\sigma_a^2=1\), the same holds for \(\sigma_p\). Likewise \(\operatorname{tr}\sigma_p=\prod_k\operatorname{tr}\sigma_{p_k}\), which vanishes if any \(p_k\neq0\).

Take \(g=c\,\sigma_p\) in \(S\). Then \(g^2=c^2\,1\) with \(c^2=\pm1\), and \(c^2=-1\) would put \(-1\) in \(S\). Hence \(g=\pm\sigma_p\), so \(g^\dagger=g\) and \(g^{-1}=g\). For \(g,h\in S\) the product is also its own inverse, so

\[
gh=(gh)^{-1}=h^{-1}g^{-1}=hg.
\]

There are at most \(4\cdot4^n\) operators \(c\,\sigma_p\), so \(S\) is finite and \(P\) is defined. It is Hermitian because each term is. For \(h\in S\), the map \(g\mapsto hg\) permutes \(S\), so \(hP=P\). Thus \(Pv\in C\) for every \(v\), while \(Pv=v\) for \(v\in C\). It follows that \(P^2=P\) and that \(P\) has range \(C\).

In a basis adapted to its range and kernel, \(P\) is diagonal with \(\dim C\) ones, so \(\operatorname{tr}P=\dim C\). In the sum, every element other than \(1\) is traceless, since \(-1\) is absent. Therefore \(\operatorname{tr}P=2^n/|S|\), and \(|S|\dim C=2^n\) makes \(|S|\) a divisor of \(2^n\).

## Projecting onto a Bell state

For two qubits take \(S=\{1,\,XX,\,ZZ,\,-YY\}\); the last sign follows from \((XX)(ZZ)=-YY\). Here \(|S|=4\), so \(\dim C=1\). Applying the average to \(|00\rangle\) gives

\[
P|00\rangle=\tfrac14\bigl(|00\rangle+|11\rangle+|00\rangle+|11\rangle\bigr)=\tfrac12\bigl(|00\rangle+|11\rangle\bigr).
\]

The squared norm \(\tfrac12\) is the probability of finding \(XX=ZZ=+1\), and the normalised state is \((|00\rangle+|11\rangle)/\sqrt2\).

## Operators, groups and code spaces in Lean

```lean
import Mathlib

open Matrix

namespace PauliStabilizer

noncomputable section
```

An operator is a complex matrix whose rows and columns are labelled by bit strings.

```lean
/-- Operators on `n` qubits, as matrices indexed by bit strings. -/
abbrev Op (n : ℕ) := Matrix (Fin n → Fin 2) (Fin n → Fin 2) ℂ

/-- The single-qubit matrices `1, X, Y, Z`, labelled `0, 1, 2, 3`. -/
def pauli : Fin 4 → Matrix (Fin 2) (Fin 2) ℂ :=
  ![1, !![0, 1; 1, 0], !![0, -Complex.I; Complex.I, 0], !![1, 0; 0, -1]]

/-- The tensor product of one single-qubit operator per qubit. -/
def tensor {n : ℕ} (A : Fin n → Matrix (Fin 2) (Fin 2) ℂ) : Op n :=
  Matrix.of fun i j => ∏ k, A k (i k) (j k)

/-- The Pauli string with label `p k` on qubit `k`. -/
def pauliString {n : ℕ} (p : Fin n → Fin 4) : Op n := tensor fun k => pauli (p k)
```

The group lives in `(Op n)ˣ`, the invertible operators. `IsStabilizer` records the two assumptions on it: Pauli form and the absence of \(-1\). Commutativity and finiteness are not assumed.

```lean
/-- A group of `n`-qubit Pauli operators (strings times a power of `i`) without `-1`. -/
structure IsStabilizer {n : ℕ} (S : Subgroup (Op n)ˣ) : Prop where
  pauli_form : ∀ g ∈ S, ∃ (k : Fin 4) (p : Fin n → Fin 4),
    (g : Op n) = Complex.I ^ (k : ℕ) • pauliString p
  neg_one_notMem : (-1 : (Op n)ˣ) ∉ S
```

`average S` is \(P\), and `codeSpace S` is \(C\), a linear subspace whose vectors need not be normalised.

```lean
/-- The average of the elements of a finite group `S` of operators. -/
def average {n : ℕ} (S : Subgroup (Op n)ˣ) : Op n :=
  (Nat.card S : ℂ)⁻¹ • ∑ᶠ g : S, ((g : (Op n)ˣ) : Op n)

/-- The code space: the subspace of all vectors left fixed by every element of `S`. -/
def codeSpace {n : ℕ} (S : Subgroup (Op n)ˣ) : Submodule ℂ ((Fin n → Fin 2) → ℂ) where
  carrier := {v | ∀ g ∈ S, (g : Op n) *ᵥ v = v}
  zero_mem' := fun g _ => Matrix.mulVec_zero _
  add_mem' := fun {v w} hv hw g hg => by rw [Matrix.mulVec_add, hv g hg, hw g hg]
  smul_mem' := fun c v hv g hg => by rw [Matrix.mulVec_smul, hv g hg]
```

## Algebra and traces of Pauli strings

The exchange of sum and product is `Finset.prod_univ_sum`.

```lean
variable {n : ℕ}

/-- Tensor products of operators multiply qubit by qubit. -/
theorem tensor_mul (A B : Fin n → Matrix (Fin 2) (Fin 2) ℂ) :
    tensor A * tensor B = tensor fun k => A k * B k := by
  ext i j
  simp only [tensor, Matrix.mul_apply, Matrix.of_apply, ← Finset.prod_mul_distrib]
  rw [Finset.prod_univ_sum, Fintype.piFinset_univ]

/-- The string with the identity on every qubit is the identity operator. -/
theorem pauliString_zero : pauliString (fun _ : Fin n => 0) = 1 := by
  ext i j
  change ∏ k, (1 : Matrix (Fin 2) (Fin 2) ℂ) (i k) (j k) = _
  by_cases h : i = j
  · subst h
    simp
  · obtain ⟨k, hk⟩ := Function.ne_iff.mp h
    rw [Matrix.one_apply_ne h]
    exact Finset.prod_eq_zero (Finset.mem_univ k) (Matrix.one_apply_ne hk)
```

The single-qubit facts are checked entry by entry with `fin_cases`, then carried to strings.

```lean
/-- Every Pauli string is Hermitian and squares to the identity. -/
theorem pauliString_herm_sq (p : Fin n → Fin 4) :
    (pauliString p)ᴴ = pauliString p ∧ pauliString p * pauliString p = 1 := by
  have hh : ∀ a i j, (starRingEnd ℂ) (pauli a j i) = pauli a i j := by
    intro a i j
    fin_cases a <;> fin_cases i <;> fin_cases j <;> simp [pauli]
  have hs : ∀ a, pauli a * pauli a = pauli 0 := by
    intro a
    ext i j
    fin_cases a <;> fin_cases i <;> fin_cases j <;>
      simp [pauli, Matrix.mul_apply, Fin.sum_univ_two]
  constructor
  · ext i j
    change (starRingEnd ℂ) (∏ k, pauli (p k) (j k) (i k)) = ∏ k, pauli (p k) (i k) (j k)
    rw [map_prod]
    exact Finset.prod_congr rfl fun k _ => hh _ _ _
  · exact (tensor_mul _ _).trans
      ((congrArg tensor (funext fun k => hs (p k))).trans pauliString_zero)
```

The same exchange factorises the trace.

```lean
/-- A Pauli string with a non-identity label on some qubit is traceless. -/
theorem pauliString_trace (p : Fin n → Fin 4) {k : Fin n} (hk : p k ≠ 0) :
    (pauliString p).trace = 0 := by
  have h1 : ∀ a, a ≠ 0 → (pauli a).trace = 0 := by
    intro a ha
    fin_cases a
    · exact absurd rfl ha
    all_goals simp [pauli, Matrix.trace_fin_two]
  have h : (pauliString p).trace = ∏ k, (pauli (p k)).trace := by
    simp only [Matrix.trace, Matrix.diag_apply, pauliString, tensor, Matrix.of_apply]
    rw [Finset.prod_univ_sum, Fintype.piFinset_univ]
  rw [h]
  exact Finset.prod_eq_zero (Finset.mem_univ k) (h1 _ hk)
```

## Signs and commutation

Here `h4` states \(c^4=1\). Factoring it twice leaves \(c=\pm1\) or \(c^2=-1\), and the last case contradicts `neg_one_notMem`.

```lean
/-- In a group of Pauli operators without `-1`, every element is plus or minus a string. -/
theorem stabilizer_signed {S : Subgroup (Op n)ˣ} (hS : IsStabilizer S) {g : (Op n)ˣ}
    (hg : g ∈ S) : ∃ p, (g : Op n) = pauliString p ∨ (g : Op n) = -pauliString p := by
  obtain ⟨k, p, hp⟩ := hS.pauli_form g hg
  refine ⟨p, ?_⟩
  generalize hc : Complex.I ^ (k : ℕ) = c at hp
  have h4 : (c * c) * (c * c) = 1 := by
    rw [← hc]
    calc _ = (Complex.I ^ 4) ^ (k : ℕ) := by ring
      _ = 1 := by rw [Complex.I_pow_four, one_pow]
  rcases mul_self_eq_one_iff.mp h4 with h | h
  · rcases mul_self_eq_one_iff.mp h with h | h
    · left; rw [hp, h, one_smul]
    · right; rw [hp, h, neg_smul, one_smul]
  · -- a phase `i` or `-i` would give the square `-1`
    have e : (-1 : (Op n)ˣ) = g * g := by
      apply Units.ext
      rw [Units.val_neg, Units.val_one, Units.val_mul, hp, smul_mul_smul_comm,
        (pauliString_herm_sq p).2, h, neg_smul, one_smul]
    exact absurd (e ▸ S.mul_mem hg hg) hS.neg_one_notMem
```

The closing `calc` is the chain \(gh=(gh)^{-1}=hg\).

```lean
/-- A group of Pauli operators that does not contain `-1` is abelian. -/
theorem stabilizer_comm {S : Subgroup (Op n)ˣ} (hS : IsStabilizer S) {g h : (Op n)ˣ}
    (hg : g ∈ S) (hh : h ∈ S) : g * h = h * g := by
  -- every element is its own inverse
  have inv : ∀ x ∈ S, x⁻¹ = x := fun x hx => by
    apply inv_eq_of_mul_eq_one_right
    apply Units.ext
    obtain ⟨p, e | e⟩ := stabilizer_signed hS hx
    · rw [Units.val_mul, e, (pauliString_herm_sq p).2, Units.val_one]
    · rw [Units.val_mul, e, neg_mul_neg, (pauliString_herm_sq p).2, Units.val_one]
  calc g * h = (g * h)⁻¹ := (inv _ (S.mul_mem hg hh)).symm
    _ = h * g := by rw [_root_.mul_inv_rev, inv g hg, inv h hh]
```

## The average as code projector

This lemma holds for any finite group of invertible operators, Pauli or not. `LinearMap.IsProj` says that the map sends every vector into the subspace and fixes the vectors already there; `Equiv.mulLeft` is the reindexing \(g\mapsto hg\).

```lean
/-- The average over a finite group of operators is a projection onto its code space. -/
theorem average_isProj (S : Subgroup (Op n)ˣ) [Finite S] :
    LinearMap.IsProj (codeSpace S) (Matrix.toLin' (average S)) := by
  have := Fintype.ofFinite S
  constructor
  · intro v g hg
    have h : (g : Op n) * average S = average S := by
      rw [average, finsum_eq_sum_of_fintype, mul_smul_comm, Finset.mul_sum]
      congr 1
      exact Fintype.sum_equiv (Equiv.mulLeft (⟨g, hg⟩ : S)) _ _ fun _ => rfl
    rw [Matrix.toLin'_apply, Matrix.mulVec_mulVec, h]
  · intro v hv
    have hv' : ∀ g : S, ((g : (Op n)ˣ) : Op n) *ᵥ v = v := fun g => hv g g.2
    have hc : (Nat.card S : ℂ) ≠ 0 := Nat.cast_ne_zero.mpr Nat.card_pos.ne'
    rw [average, finsum_eq_sum_of_fintype]
    simp only [map_smul, map_sum, LinearMap.smul_apply, LinearMap.sum_apply,
      Matrix.toLin'_apply, hv']
    rw [Finset.sum_const, Finset.card_univ, ← Nat.card_eq_fintype_card,
      ← Nat.cast_smul_eq_nsmul ℂ, smul_smul, inv_mul_cancel₀ hc, one_smul]
```

The main theorem has seven conclusions: \(S\) is finite, its elements commute, \(P\) is Hermitian, \(P^2=P\), \(\operatorname{tr}P=2^n/|S|\), \(|S|\dim C=2^n\), and \(|S|\le2^n\). In its proof, `h0` removes the non-identity elements from the trace, and `P.trace`, where `P` names the projection property, equates trace and dimension.

For quantum error correction this gives the dimension of the code space of a stabiliser code on finitely many ideal qubits; it says nothing about which errors the code corrects. That the parities measured on a device are exact Pauli strings on two-level systems is a separate physical assumption.

```lean
/-- A group `S` of `n`-qubit Pauli operators without `-1` is finite and abelian, and its average
is a Hermitian projector of trace `2 ^ n / card S`. The order of `S` times the dimension of its
code space is `2 ^ n`, and `S` has at most `2 ^ n` elements. -/
theorem stabilizer_projector {S : Subgroup (Op n)ˣ} (hS : IsStabilizer S) :
    Finite S ∧ (∀ g ∈ S, ∀ h ∈ S, g * h = h * g) ∧
      (average S).IsHermitian ∧ average S * average S = average S ∧
      (average S).trace = 2 ^ n / (Nat.card S : ℂ) ∧
      Nat.card S * Module.finrank ℂ (codeSpace S) = 2 ^ n ∧ Nat.card S ≤ 2 ^ n := by
  -- there are only finitely many phases and strings
  have hfin : Finite S := by
    let F : Fin 4 × (Fin n → Fin 4) → Op n := fun x => Complex.I ^ (x.1 : ℕ) • pauliString x.2
    have hm : ∀ g : S, ((g : (Op n)ˣ) : Op n) ∈ Set.range F := fun g => by
      obtain ⟨k, p, h⟩ := hS.pauli_form g g.2
      exact ⟨(k, p), h.symm⟩
    have := (Set.finite_range F).to_subtype
    exact Finite.of_injective (fun g : S => (⟨_, hm g⟩ : Set.range F))
      fun g h e => Subtype.ext (Units.ext (congrArg Subtype.val e))
  have := Fintype.ofFinite S
  have P := average_isProj S
  have hherm : (average S).IsHermitian := by
    have hg : ∀ g : S, ((g : (Op n)ˣ) : Op n)ᴴ = ((g : (Op n)ˣ) : Op n) := fun g => by
      obtain ⟨p, h | h⟩ := stabilizer_signed hS g.2
      · rw [h, (pauliString_herm_sq p).1]
      · rw [h, Matrix.conjTranspose_neg, (pauliString_herm_sq p).1]
    rw [Matrix.IsHermitian, average, finsum_eq_sum_of_fintype, Matrix.conjTranspose_smul,
      Matrix.conjTranspose_sum]
    simp only [hg, star_inv₀, star_natCast]
  have hidem : average S * average S = average S := by
    apply Matrix.toLin'.injective
    rw [Matrix.toLin'_mul]
    exact LinearMap.ext fun v => P.map_id _ (P.map_mem v)
  -- only the identity contributes to the trace
  have htr : (average S).trace = 2 ^ n / (Nat.card S : ℂ) := by
    have h0 : ∀ g : S, g ≠ 1 → ((g : (Op n)ˣ) : Op n).trace = 0 := by
      intro g hg
      obtain ⟨p, hp⟩ := stabilizer_signed hS g.2
      by_cases h : p = fun _ => 0
      · rw [h, pauliString_zero] at hp
        rcases hp with hp | hp
        · exact absurd (Subtype.ext (Units.ext hp)) hg
        · have e : (g : (Op n)ˣ) = -1 := Units.ext hp
          exact absurd (e ▸ g.2) hS.neg_one_notMem
      · obtain ⟨k, hk⟩ := Function.ne_iff.mp h
        rcases hp with hp | hp
        · rw [hp, pauliString_trace p hk]
        · rw [hp, Matrix.trace_neg, pauliString_trace p hk, neg_zero]
    rw [average, finsum_eq_sum_of_fintype, Matrix.trace_smul, Matrix.trace_sum,
      Finset.sum_eq_single (1 : S) (fun g _ hg => h0 g hg)
        (fun h => absurd (Finset.mem_univ _) h)]
    simp [Matrix.trace_one, div_eq_inv_mul]
  -- the trace of a projection is the dimension of its range
  have hdim : Nat.card S * Module.finrank ℂ (codeSpace S) = 2 ^ n := by
    have h := P.trace
    rw [LinearMap.trace_eq_matrix_trace ℂ (Pi.basisFun ℂ (Fin n → Fin 2)),
      LinearMap.toMatrix_eq_toMatrix', LinearMap.toMatrix'_toLin', htr,
      div_eq_iff (Nat.cast_ne_zero.mpr Nat.card_pos.ne')] at h
    rw [mul_comm]
    exact_mod_cast h.symm
  exact ⟨hfin, fun g hg h hh => stabilizer_comm hS hg hh, hherm, hidem, htr, hdim,
    Nat.le_of_dvd (by positivity) ⟨_, hdim.symm⟩⟩

end

end PauliStabilizer
```

```lean
#print axioms PauliStabilizer.stabilizer_projector
-- 'PauliStabilizer.stabilizer_projector' depends on axioms: [propext, Classical.choice, Quot.sound]
```
